# For Hermitian $H_0$ and positive definite $F$ of the same finite, positive size, exactly one real $c$ gives $H_0+cF$ a prescribed real lowest eigenvalue

In the Hamann–Schlüter–Chiang construction of a pseudopotential, the strong atomic potential $V$ is first replaced by an intermediate one, $(1-f)V+cf$, which is smooth near the nucleus; a later step corrects the norm of the wavefunction. Here $f$ is a fixed positive cutoff function that falls from 1 at the nucleus towards 0 outside the core. The number $c$ is adjusted until the lowest level in the chosen angular-momentum channel lies at the energy of the atomic valence state. Does such a $c$ exist, and is there only one?

In a finite orthonormal basis, let $H_0$ be the matrix of the kinetic energy plus $(1-f)V$, and $F$ that of $f$. The answer is then yes for every real target energy $e$. For this one-parameter matrix problem, a root search has a single solution, and a ground energy below the target means that $c$ is too small. The radial differential operator itself, with its infinite-dimensional state space, remains a separate step.

## Real energies and a real strength in an orthonormal basis

Write $\langle v,Av\rangle=\sum_{i,j}\overline{v_i}A_{ij}v_j$. The index type `n` labels the basis states, and an eigenvalue equation without an overlap matrix expresses their orthonormality.

In Lean 4 with Mathlib:

```lean
import Mathlib

open Matrix
open scoped ComplexOrder

namespace PotentialAdjustment

noncomputable section

variable {n : Type*} [Fintype n]
```

Despite its name, `expect` does not divide by the squared norm $\langle v,v\rangle$, which is `expect 1 v`.

```lean
/-- The quadratic form `⟨v, A v⟩` (real part) of a matrix `A` in the state `v`, which need not
be normalised; for `A = 1` it is the squared norm of `v`. -/
def expect (A : Matrix n n ℂ) (v : n → ℂ) : ℝ := (star v ⬝ᵥ A *ᵥ v).re

/-- The adjusted Hamiltonian `H0 + c F`, with a correction potential `F` of strength `c`. -/
def adjusted (H0 F : Matrix n n ℂ) (c : ℝ) : Matrix n n ℂ := H0 + (c : ℂ) • F
```

A ground energy must be a real eigenvalue with a nonzero eigenvector, and no real eigenvalue may lie below it. `IsLeast` states both conditions.

```lean
/-- `e` is the lowest of the real eigenvalues of `A`. -/
def IsGroundEnergy (A : Matrix n n ℂ) (e : ℝ) : Prop :=
  IsLeast {μ : ℝ | ∃ v : n → ℂ, v ≠ 0 ∧ A *ᵥ v = (μ : ℂ) • v} e
```

The trial strength solves $\langle v,(H_0+cF)v\rangle=e\langle v,v\rangle$ for $c$:
$$s_e(v)=\frac{e\langle v,v\rangle-\langle v,H_0v\rangle}{\langle v,Fv\rangle}.$$
For normalised $v$ this is $(e-\langle H_0\rangle)/\langle F\rangle$.

```lean
/-- The strength at which the trial state `v` has mean energy `e`, provided that `expect F v ≠ 0`;
otherwise the value is `0` by Lean's convention for division. -/
def trialStrength [DecidableEq n] (H0 F : Matrix n n ℂ) (e : ℝ) (v : n → ℂ) : ℝ :=
  (e * expect 1 v - expect H0 v) / expect F v
```

The form is linear in $c$, and it scales by $r^2$ when $v$ is multiplied by a real $r$.

```lean
/-- The quadratic form of the adjusted Hamiltonian is linear in the strength. -/
theorem expect_adjusted (H0 F : Matrix n n ℂ) (c : ℝ) (v : n → ℂ) :
    expect (adjusted H0 F c) v = expect H0 v + c * expect F v := by
  simp only [expect, adjusted, Matrix.add_mulVec, Matrix.smul_mulVec, dotProduct_add,
    dotProduct_smul, smul_eq_mul, Complex.add_re, Complex.re_ofReal_mul]

private lemma expect_smul (A : Matrix n n ℂ) (r : ℝ) (v : n → ℂ) :
    expect A ((r : ℂ) • v) = r ^ 2 * expect A v := by
  simp only [expect, Matrix.mulVec_smul, star_smul, smul_dotProduct, dotProduct_smul,
    smul_eq_mul, Complex.star_def, Complex.conj_ofReal, Complex.re_ofReal_mul]
  ring
```

## Hermitian $H_0$: a zero mean value at the minimum gives an eigenvector

Hermiticity makes every mean energy real. By hand it is also used in the following step. Let $M$ be Hermitian with $\langle y,My\rangle\ge0$ for all $y$, and let $\langle x,Mx\rangle=0$. For every vector $w$ and real $t$,
$$0\le\langle x+tw,M(x+tw)\rangle=2t\,\mathrm{Re}\langle w,Mx\rangle+t^2\langle w,Mw\rangle .$$
The linear term must vanish, and $w=Mx$ gives $Mx=0$. In the proof, `dotProduct_mulVec_zero_iff` supplies this step, and `expect_real` shows that the form is real.

Without Hermiticity of $H_0$ the claim fails already for the $1\times1$ matrices $H_0=(i)$ and $F=(1)$: $i+c$ is never real.

```lean
private lemma expect_real {A : Matrix n n ℂ} (hA : A.IsHermitian) (v : n → ℂ) :
    star v ⬝ᵥ A *ᵥ v = (expect A v : ℂ) := by
  have h : star (star v ⬝ᵥ A *ᵥ v) = star v ⬝ᵥ A *ᵥ v := by
    conv_rhs => rw [Matrix.star_dotProduct, Matrix.star_mulVec, hA.eq,
      ← Matrix.dotProduct_mulVec]
  exact (Complex.conj_eq_iff_re.1 h).symm
```

## Positive definite $F$: a larger $c$ raises the mean energy of every state

Positive definiteness means $\langle v,Fv\rangle>0$ for every $v\ne0$: no state escapes the correction. Both the derivation and the proof use it whenever they divide by $\langle v,Fv\rangle$, through `expect_pos`. The two-level example at the end shows what happens when $F$ is only positive semidefinite.

```lean
private lemma expect_pos {F : Matrix n n ℂ} (hF : F.PosDef) {v : n → ℂ} (hv : v ≠ 0) :
    0 < expect F v :=
  (Complex.lt_def.1 (hF.dotProduct_mulVec_pos hv)).1
```

For an eigenpair $(\mu,v)$ of $A$, $\langle v,Av\rangle=\mu\langle v,v\rangle$. Since $c$ is real, $H+cF$ stays Hermitian.

```lean
private lemma expect_eigen [DecidableEq n] {A : Matrix n n ℂ} {μ : ℝ} {v : n → ℂ}
    (h : A *ᵥ v = (μ : ℂ) • v) : expect A v = μ * expect 1 v := by
  simp only [expect, h, Matrix.one_mulVec, dotProduct_smul, smul_eq_mul, Complex.re_ofReal_mul]

omit [Fintype n] in
private lemma adjusted_herm {H F : Matrix n n ℂ} (hH : H.IsHermitian) (hF : F.IsHermitian)
    (c : ℝ) : (adjusted H F c).IsHermitian := by
  change (adjusted H F c)ᴴ = adjusted H F c
  rw [adjusted, Matrix.conjTranspose_add, Matrix.conjTranspose_smul, hH.eq, hF.eq,
    Complex.star_def, Complex.conj_ofReal]
```

## Finitely many basis states, and at least one: the minimum is attained

For Hermitian $H$, the quotient $\langle v,Hv\rangle/\langle v,Fv\rangle$ is continuous on the unit sphere, which is compact and nonempty. It therefore has a minimum $m$ at some $x$. Scaling $v$ leaves the quotient unchanged, so $\langle y,Hy\rangle\ge m\langle y,Fy\rangle$ for all $y$. Hence $M=H-mF$ has a nonnegative form that vanishes at $x$, and $Mx=0$. The critical strength is $-m$.

With no basis states there is no eigenvector, hence no ground energy. With infinitely many, the minimum can be missed: for $H_0=0$ and $F=\mathrm{diag}(1,\tfrac12,\tfrac13,\dots)$, the eigenvalues $c/k$ with $c>0$ have no least element, so no positive target is reached.

```lean
private lemma continuous_expect (A : Matrix n n ℂ) : Continuous (expect A) := by
  unfold expect
  simp only [dotProduct, Matrix.mulVec, Pi.star_apply]
  fun_prop
```

The Mathlib device here is `IsCompact.exists_isMinOn`, and its three inputs show where the hypotheses enter. Compactness of the sphere comes from finite `n`, the constant vector 1 shows with `Nonempty n` that the sphere is not empty, and continuity of the quotient needs the nonzero denominator from `hF`. The norm on `n → ℂ` is the largest modulus of a component, so this vector does lie on the sphere; scale invariance makes the choice of norm harmless. The result `hmin` is an `IsMinOn` statement, which `hmin hu` turns into the inequality at the rescaled vector.

```lean
variable [Nonempty n]

/-- For Hermitian `H` and positive definite `F` of the same finite, positive size there is a
critical strength at which `H + c F` is positive semidefinite and has a nonzero null vector. -/
theorem exists_critical_strength {H F : Matrix n n ℂ} (hH : H.IsHermitian) (hF : F.PosDef) :
    ∃ c : ℝ, (adjusted H F c).PosSemidef ∧ ∃ v : n → ℂ, v ≠ 0 ∧ adjusted H F c *ᵥ v = 0 := by
  have hne : ∀ v ∈ Metric.sphere (0 : n → ℂ) 1, v ≠ 0 := by
    rintro v hv rfl
    simp at hv
  -- the quotient of the two forms attains its minimum on the unit sphere
  obtain ⟨x, hx, hmin⟩ := (isCompact_sphere (0 : n → ℂ) 1).exists_isMinOn
    ⟨fun _ => 1, by rw [mem_sphere_zero_iff_norm, pi_norm_const, norm_one]⟩
    ((continuous_expect H).continuousOn.div (continuous_expect F).continuousOn
      fun v hv => (expect_pos hF (hne v hv)).ne')
  have hFx := expect_pos hF (hne x hx)
  have herm := adjusted_herm hH hF.isHermitian (-(expect H x / expect F x))
  have hp : (adjusted H F (-(expect H x / expect F x))).PosSemidef := by
    refine Matrix.PosSemidef.of_dotProduct_mulVec_nonneg herm fun y => ?_
    rw [expect_real herm]
    refine Complex.zero_le_real.2 ?_
    rw [expect_adjusted]
    by_cases hy : y = 0
    · simp [hy, expect]
    -- scaling carries the bound from the sphere to every vector
    have hr : ‖y‖ ≠ 0 := norm_ne_zero_iff.2 hy
    have hu : ((‖y‖⁻¹ : ℝ) : ℂ) • y ∈ Metric.sphere (0 : n → ℂ) 1 := by
      rw [mem_sphere_zero_iff_norm, norm_smul, Complex.norm_real, norm_inv, norm_norm,
        inv_mul_cancel₀ hr]
    have hq : expect H x / expect F x ≤ expect H (((‖y‖⁻¹ : ℝ) : ℂ) • y) /
        expect F (((‖y‖⁻¹ : ℝ) : ℂ) • y) := hmin hu
    rw [expect_smul, expect_smul, mul_div_mul_left _ _ (pow_ne_zero 2 (inv_ne_zero hr)),
      le_div_iff₀ (expect_pos hF hy)] at hq
    linarith
  refine ⟨_, hp, x, hne x hx, (hp.dotProduct_mulVec_zero_iff x).1 ?_⟩
  rw [expect_real herm, expect_adjusted, neg_mul, div_mul_cancel₀ _ hFx.ne', add_neg_cancel,
    Complex.ofReal_zero]
```

## All hypotheses together: existence and uniqueness

Take $F=1$ and $H=A$, where $A$ has ground energy $E_0$. The critical strength $c$ makes $-c$ an eigenvalue of $A$, so $E_0\le-c$, and therefore $\langle v,Av\rangle\ge-c\langle v,v\rangle\ge E_0\langle v,v\rangle$. This is the Rayleigh bound.

```lean
variable [DecidableEq n]

/-- Rayleigh bound: the mean energy of a Hermitian matrix in any state is at least its
ground energy. -/
theorem ground_energy_le {A : Matrix n n ℂ} (hA : A.IsHermitian) {e : ℝ}
    (he : IsGroundEnergy A e) (v : n → ℂ) : e * expect 1 v ≤ expect A v := by
  obtain ⟨c, hp, x, hx, h⟩ := exists_critical_strength hA (Matrix.PosDef.one (n := n) (R := ℂ))
  have hec : e ≤ -c := he.2 ⟨x, hx, by
    simp only [adjusted, Matrix.add_mulVec, Matrix.smul_mulVec, Matrix.one_mulVec] at h
    rw [eq_neg_of_add_eq_zero_left h, Complex.ofReal_neg, neg_smul]⟩
  have h1 : 0 ≤ expect (adjusted A 1 c) v :=
    (Complex.le_def.1 (hp.dotProduct_mulVec_nonneg v)).1
  have h2 : 0 ≤ expect (1 : Matrix n n ℂ) v :=
    (Complex.le_def.1 (Matrix.PosDef.one.posSemidef.dotProduct_mulVec_nonneg v)).1
  rw [expect_adjusted] at h1
  nlinarith [mul_le_mul_of_nonneg_right hec h2]
```

Now let $H_0+cF$ have ground energy $e$. The bound reads $\langle v,H_0v\rangle+c\langle v,Fv\rangle\ge e\langle v,v\rangle$, that is, $c\ge s_e(v)$ for all $v\ne0$, with equality at a ground state. So $c$ is the maximum of $s_e$. The two parts of the `IsGreatest` proof are the equality and the bound.

```lean
variable {H0 F : Matrix n n ℂ}

/-- Variational principle for the strength: for Hermitian `H0` and positive definite `F`, a
strength that puts the ground energy at `e` is the maximum of the trial strengths over all
nonzero states. -/
theorem strength_isGreatest (hH : H0.IsHermitian) (hF : F.PosDef) {e c : ℝ}
    (hc : IsGroundEnergy (adjusted H0 F c) e) :
    IsGreatest (trialStrength H0 F e '' {v | v ≠ 0}) c := by
  constructor
  · obtain ⟨v, hv, h⟩ := hc.1
    have h1 := expect_eigen h
    rw [expect_adjusted] at h1
    refine ⟨v, hv, ?_⟩
    rw [trialStrength, div_eq_iff (expect_pos hF hv).ne']
    linarith
  · rintro _ ⟨v, hv, rfl⟩
    have h1 := ground_energy_le (adjusted_herm hH hF.isHermitian c) hc v
    rw [expect_adjusted] at h1
    rw [trialStrength, div_le_iff₀ (expect_pos hF hv)]
    linarith
```

For existence, take $H=H_0-e$, written `adjusted H0 1 (-e)`. The critical $c$ and null vector $x$ satisfy $(H_0+cF)x=ex$. Any other eigenpair $(\mu,v)$ obeys
$$0\le\langle v,(H_0-e+cF)v\rangle=(\mu-e)\langle v,v\rangle,$$
so $\mu\ge e$. Uniqueness follows because two strengths for the same $e$ are the maximum of the same set. The theorem's `∃!` combines the two statements.

```lean
/-- Potential adjustment: for Hermitian `H0` and positive definite `F` of the same finite, positive
size, every real target `e` is the lowest eigenvalue of `H0 + c F` for exactly one real strength
`c`. -/
theorem existsUnique_strength (hH : H0.IsHermitian) (hF : F.PosDef) (e : ℝ) :
    ∃! c : ℝ, IsGroundEnergy (adjusted H0 F c) e := by
  -- the critical strength for the shifted Hamiltonian `H0 - e`
  obtain ⟨c, hp, x, hx, h⟩ := exists_critical_strength
    (adjusted_herm hH Matrix.isHermitian_one (-e)) hF
  refine ⟨c, ⟨⟨x, hx, ?_⟩, ?_⟩, fun c' hc' => ?_⟩
  · simp only [adjusted, Matrix.add_mulVec, Matrix.smul_mulVec, Matrix.one_mulVec,
      Complex.ofReal_neg] at h ⊢
    linear_combination (norm := module) h
  · rintro μ ⟨v, hv, hμ⟩
    have h1 : 0 ≤ expect (adjusted (adjusted H0 1 (-e)) F c) v :=
      (Complex.le_def.1 (hp.dotProduct_mulVec_nonneg v)).1
    have h2 := expect_eigen hμ
    rw [expect_adjusted, expect_adjusted] at h1
    rw [expect_adjusted] at h2
    exact le_of_mul_le_mul_right (by linarith) (expect_pos Matrix.PosDef.one hv)
  · -- both strengths are the maximum of the same set
    refine (strength_isGreatest hH hF hc').unique (strength_isGreatest hH hF ⟨⟨x, hx, ?_⟩, ?_⟩)
    · simp only [adjusted, Matrix.add_mulVec, Matrix.smul_mulVec, Matrix.one_mulVec,
        Complex.ofReal_neg] at h ⊢
      linear_combination (norm := module) h
    · rintro μ ⟨v, hv, hμ⟩
      have h1 : 0 ≤ expect (adjusted (adjusted H0 1 (-e)) F c) v :=
        (Complex.le_def.1 (hp.dotProduct_mulVec_nonneg v)).1
      have h2 := expect_eigen hμ
      rw [expect_adjusted, expect_adjusted] at h1
      rw [expect_adjusted] at h2
      exact le_of_mul_le_mul_right (by linarith) (expect_pos Matrix.PosDef.one hv)
```

If $e<e'$ and $v$ attains the maximum for $e$, then $c=s_e(v)<s_{e'}(v)\le c'$.

```lean
/-- For Hermitian `H0` and positive definite `F`, a higher target energy requires a strictly
larger strength. -/
theorem strength_strictMono (hH : H0.IsHermitian) (hF : F.PosDef) {e e' c c' : ℝ}
    (hc : IsGroundEnergy (adjusted H0 F c) e) (hc' : IsGroundEnergy (adjusted H0 F c') e')
    (hee : e < e') : c < c' := by
  obtain ⟨v, hv, rfl⟩ := (strength_isGreatest hH hF hc).1
  refine lt_of_lt_of_le ?_ ((strength_isGreatest hH hF hc').2 ⟨v, hv, rfl⟩)
  have h1 := mul_lt_mul_of_pos_right hee (expect_pos Matrix.PosDef.one hv)
  exact div_lt_div_of_pos_right (by linarith) (expect_pos hF hv)
```

For any eigenpair $(E,v)$ at strength $c$, inserting $\langle v,H_0v\rangle=E\langle v,v\rangle-c\langle v,Fv\rangle$ gives
$$s_e(v)=c+\frac{(e-E)\langle v,v\rangle}{\langle v,Fv\rangle}\le c'.$$
Here $c'$ is the exact strength for target $e$. For normalised $v$ the update is $(e-E)/\langle F\rangle$, so this first-order step never overshoots $c'$ from below.

```lean
/-- For Hermitian `H0` and positive definite `F`, the strength after a first-order update from an
eigenpair `(E, v)` at strength `c` never exceeds the strength `c'` that gives ground energy `e`. -/
theorem first_order_update_le (hH : H0.IsHermitian) (hF : F.PosDef) {e E c c' : ℝ}
    {v : n → ℂ} (hv : v ≠ 0) (hE : adjusted H0 F c *ᵥ v = (E : ℂ) • v)
    (hc' : IsGroundEnergy (adjusted H0 F c') e) :
    c + (e - E) * expect 1 v / expect F v ≤ c' := by
  have h1 := expect_eigen hE
  have h2 := ground_energy_le (adjusted_herm hH hF.isHermitian c') hc' v
  rw [expect_adjusted] at h1 h2
  have h3 : (e - E) * expect 1 v / expect F v ≤ c' - c := by
    rw [div_le_iff₀ (expect_pos hF hv)]
    linarith
  linarith
```

## Semidefinite $F$: a state that the correction does not touch

Let $H_0=\mathrm{diag}(0,1)$ and $F=\mathrm{diag}(1,0)$. Then $H_0+cF=\mathrm{diag}(c,1)$ has ground energy $\min(c,1)$. Target 2 is never reached, and target 1 is reached by every $c\ge1$, so both existence and uniqueness fail. In the proof, `key` provides the untouched state at energy 1; comparing components of the eigenvalue equation gives the lower bound when $c\ge1$.

```lean
/-- Positive semidefinite `F` is not enough: for `H0 = diag(0, 1)` and `F = diag(1, 0)` the
target `2` is never reached, and the target `1` is reached by every strength `c ≥ 1`. -/
theorem semidefinite_not_enough :
    (!![1, 0; 0, 0] : Matrix (Fin 2) (Fin 2) ℂ).PosSemidef ∧
    (∀ c : ℝ, ¬ IsGroundEnergy (adjusted !![0, 0; 0, 1] !![1, 0; 0, 0] c) 2) ∧
    ∀ c : ℝ, 1 ≤ c → IsGroundEnergy (adjusted !![0, 0; 0, 1] !![1, 0; 0, 0] c) 1 := by
  -- the second basis state has energy 1 at every strength
  have key : ∀ c : ℝ, ∃ v : Fin 2 → ℂ, v ≠ 0 ∧
      adjusted !![0, 0; 0, 1] !![1, 0; 0, 0] c *ᵥ v = ((1 : ℝ) : ℂ) • v := by
    intro c
    refine ⟨![0, 1], fun h => by simpa using congrFun h 1, ?_⟩
    ext i
    fin_cases i <;> simp [adjusted, Matrix.mulVec, dotProduct, Fin.sum_univ_two]
  refine ⟨?_, fun c hc => ?_, fun c hc => ⟨key c, ?_⟩⟩
  · convert Matrix.posSemidef_conjTranspose_mul_self
      (!![1, 0; 0, 0] : Matrix (Fin 2) (Fin 2) ℂ) using 1
    ext i j
    fin_cases i <;> fin_cases j <;> simp [Matrix.mul_apply, Fin.sum_univ_two]
  · have h : (2 : ℝ) ≤ 1 := hc.2 (key c)
    norm_num at h
  · rintro μ ⟨v, hv, h⟩
    have h0 : (c : ℂ) * v 0 = μ * v 0 := by
      simpa [adjusted, Matrix.mulVec, dotProduct, Fin.sum_univ_two] using congrFun h 0
    have h1 : ((1 : ℝ) : ℂ) * v 1 = μ * v 1 := by
      simpa [adjusted, Matrix.mulVec, dotProduct, Fin.sum_univ_two] using congrFun h 1
    by_cases hv1 : v 1 = 0
    · have hv0 : v 0 ≠ 0 := fun h' => hv (funext fun i => by
        fin_cases i
        exacts [h', hv1])
      exact hc.trans_eq (Complex.ofReal_injective (mul_right_cancel₀ hv0 h0))
    · exact (Complex.ofReal_injective (mul_right_cancel₀ hv1 h1)).le

end

end PotentialAdjustment
```

```lean
#print axioms PotentialAdjustment.existsUnique_strength
#print axioms PotentialAdjustment.strength_strictMono
#print axioms PotentialAdjustment.first_order_update_le
#print axioms PotentialAdjustment.semidefinite_not_enough
```

```
'PotentialAdjustment.existsUnique_strength' depends on axioms: [propext, Classical.choice, Quot.sound]
'PotentialAdjustment.strength_strictMono' depends on axioms: [propext, Classical.choice, Quot.sound]
'PotentialAdjustment.first_order_update_le' depends on axioms: [propext, Classical.choice, Quot.sound]
'PotentialAdjustment.semidefinite_not_enough' depends on axioms: [propext, Classical.choice, Quot.sound]
```
